# Exactly one polynomial of degree at most n makes the Gaussian act as a delta function on polynomials of degree at most n

Broadening the levels of a metal with a plain Gaussian can distort even a smooth density of states. Let \(D\) be the density of states, \(\mu\) the Fermi level, \(\sigma\) the width and \(x=(\varepsilon-\mu)/\sigma\) the reduced energy. If \(D\) is quadratic, the broadened value at \(\mu\) is wrong by \(\sigma^2D''/4\). A polynomial factor \(q(x)\) can remove such errors, but if the conditions on \(q\) left it undetermined, two programs could meet them all and still report different densities of states.

```lean
import Mathlib

open Polynomial MeasureTheory

noncomputable section

namespace GaussianSmearingKernel
```

## The Gaussian average

The weight is \(g(x)=e^{-x^2}/\sqrt\pi\), with the width absorbed into \(x\).

```lean
/-- The normalised Gaussian broadening function `exp(-x²)/√π`. -/
def gaussian (x : ℝ) : ℝ := Real.exp (-x ^ 2) / Real.sqrt Real.pi
```

For every natural number \(k\), \(|x|^k e^{-x^2/2}\) is bounded, so \(|x|^k e^{-x^2}\) is at most a constant times \(e^{-x^2/2}\) and is integrable. Sums and multiples of monomials give all polynomials. The Lean induction has the same two cases, and takes the monomial from a Mathlib lemma on real powers greater than \(-1\).

```lean
/-- Every real polynomial times the Gaussian is integrable over the real line. -/
theorem integrable_mul_gaussian (p : ℝ[X]) :
    Integrable (fun x : ℝ => p.eval x * gaussian x) := by
  induction p using Polynomial.induction_on' with
  | add p q hp hq =>
    refine (hp.add hq).congr (Filter.Eventually.of_forall fun x => ?_)
    simp [add_mul]
  | monomial k a =>
    have hk : (-1 : ℝ) < (k : ℝ) := by
      have : (0 : ℝ) ≤ (k : ℝ) := Nat.cast_nonneg k
      linarith
    have h := (integrable_rpow_mul_exp_neg_mul_sq (b := 1) one_pos hk).const_mul
      (a / Real.sqrt Real.pi)
    refine h.congr (Filter.Eventually.of_forall fun x => ?_)
    simp only [eval_monomial, Real.rpow_natCast, neg_mul, one_mul, gaussian]
    ring
```

The average
\[
\langle p\rangle=\int_{-\infty}^{\infty}p(x)\,g(x)\,dx
\]
is therefore linear in \(p\). `gaussAvg` packages this integral as a linear map from the real polynomials `ℝ[X]` to the reals.

```lean
/-- The Gaussian average of a polynomial, `∫ p(x) exp(-x²)/√π dx`, as a linear functional. -/
def gaussAvg : ℝ[X] →ₗ[ℝ] ℝ where
  toFun p := ∫ x : ℝ, p.eval x * gaussian x
  map_add' p q := by
    simp only [eval_add, add_mul]
    exact integral_add (integrable_mul_gaussian p) (integrable_mul_gaussian q)
  map_smul' c p := by
    simp only [eval_smul, smul_eq_mul, mul_assoc, RingHom.id_apply]
    exact integral_const_mul c _
```

## What the kernel must do

We require \(\deg q\le n\) and \(\langle qp\rangle=p(0)\) whenever \(\deg p\le n\). In Lean, `natDegree` assigns degree 0 to the zero polynomial, which is thus included. The "order" \(n\) is a bound on the degree; in Methfessel–Paxton smearing, order \(N\) means degree \(2N\).

For \(n=0\) and \(n=1\) the kernel is \(q=1\). For \(n=2\) it is \(q=\tfrac32-x^2\), since \(\langle x^2\rangle=\tfrac12\) and \(\langle x^4\rangle=\tfrac34\).

```lean
/-- `q` is a smearing kernel of order `n`: it has degree at most `n`, and `q(x) exp(-x²)/√π`
acts as a delta function at the origin on all polynomials of degree at most `n`. -/
def IsDeltaKernel (n : ℕ) (q : ℝ[X]) : Prop :=
  q.natDegree ≤ n ∧ ∀ p : ℝ[X], p.natDegree ≤ n → gaussAvg (q * p) = p.eval 0
```

## Positive mean square

The integrand \(p^2g\) is continuous and nonnegative. If its integral vanishes, it is zero everywhere; since \(g>0\), \(p=0\). Hence \(\langle p^2\rangle>0\) for \(p\neq0\). In Lean, a zero integral first gives vanishing almost everywhere, and `Measure.eq_of_ae_eq` uses continuity to extend this to every point.

```lean
/-- The Gaussian mean square of a nonzero polynomial is strictly positive. -/
theorem gaussAvg_mul_self_pos {p : ℝ[X]} (hp : p ≠ 0) : 0 < gaussAvg (p * p) := by
  have hw : ∀ x : ℝ, 0 < gaussian x := fun x => by
    unfold gaussian
    positivity
  have hnn : 0 ≤ fun x : ℝ => (p * p).eval x * gaussian x := fun x => by
    change 0 ≤ (p * p).eval x * gaussian x
    rw [eval_mul]
    exact mul_nonneg (mul_self_nonneg _) (hw x).le
  have hcont : Continuous fun x : ℝ => (p * p).eval x * gaussian x := by
    refine (p * p).continuous.mul ?_
    unfold gaussian
    exact Continuous.div_const (by fun_prop) _
  change 0 < ∫ x : ℝ, (p * p).eval x * gaussian x
  refine lt_of_le_of_ne (integral_nonneg hnn) fun h => hp ?_
  -- a continuous nonnegative function with zero integral vanishes everywhere
  have hae := (integral_eq_zero_iff_of_nonneg hnn (integrable_mul_gaussian (p * p))).1 h.symm
  have h0 := Measure.eq_of_ae_eq hae hcont continuous_zero
  apply Polynomial.funext
  intro x
  have hx : (p * p).eval x * gaussian x = 0 := congrFun h0 x
  rw [eval_mul] at hx
  rw [eval_zero]
  exact mul_self_eq_zero.1 ((mul_eq_zero.1 hx).resolve_right (hw x).ne')
```

## Existence and uniqueness from one dimension count

Let \(V_n\) be the space of polynomials of degree at most \(n\), of dimension \(n+1\), and \(V_n^*\) its dual. Define
\[
B:V_n\to V_n^*,\qquad (Bq)(p)=\langle qp\rangle .
\]
If \(Bq=0\), then \((Bq)(q)=\langle q^2\rangle=0\), so \(q=0\) and \(B\) is injective. Its image has dimension \(n+1=\dim V_n^*\), so \(B\) is also surjective. Every linear functional \(L\) on polynomials, restricted to \(V_n\), therefore equals \(Bq\) for exactly one \(q\in V_n\).

The dimension count is the lemma `LinearMap.injective_iff_surjective_of_finrank_eq_finrank`: between finite-dimensional spaces of equal dimension, a linear map is injective if and only if it is surjective. `Subspace.dual_finrank_eq` supplies the equality for a space and its dual. No Hermite polynomials or matrix inverse are needed, and no formula for \(q\) comes out. Lean writes \(V_n\) as `degreeLT ℝ (n + 1)`, degree strictly below \(n+1\), and `hmem` translates between the two descriptions.

```lean
/-- Every linear functional on polynomials is reproduced, on degrees at most `n`, by Gaussian
averaging against exactly one polynomial of degree at most `n`. -/
theorem existsUnique_representer (n : ℕ) (L : ℝ[X] →ₗ[ℝ] ℝ) :
    ∃! q : ℝ[X], q.natDegree ≤ n ∧
      ∀ p : ℝ[X], p.natDegree ≤ n → gaussAvg (q * p) = L p := by
  have hmem : ∀ p : ℝ[X], p ∈ degreeLT ℝ (n + 1) ↔ p.natDegree ≤ n := fun p => by
    rw [mem_degreeLT, degree_lt_iff_coeff_zero, natDegree_le_iff_coeff_eq_zero]
    exact Iff.rfl
  have : FiniteDimensional ℝ (degreeLT ℝ (n + 1)) :=
    Module.Finite.equiv (degreeLTEquiv ℝ (n + 1)).symm
  -- the Gaussian pairing, as a map from the polynomial space to its dual
  let B : degreeLT ℝ (n + 1) →ₗ[ℝ] Module.Dual ℝ (degreeLT ℝ (n + 1)) :=
    ((LinearMap.mul ℝ ℝ[X]).compr₂ gaussAvg).domRestrict₁₂ _ _
  have hB : ∀ q p : degreeLT ℝ (n + 1), B q p = gaussAvg ((q : ℝ[X]) * (p : ℝ[X])) :=
    fun _ _ => rfl
  have hinj : Function.Injective B := by
    rw [injective_iff_map_eq_zero]
    intro q hq
    by_contra hne
    have hq0 : (q : ℝ[X]) ≠ 0 := fun h => hne (Subtype.ext h)
    have h0 : gaussAvg ((q : ℝ[X]) * (q : ℝ[X])) = 0 := by
      rw [← hB, hq]
      rfl
    exact (gaussAvg_mul_self_pos hq0).ne' h0
  -- equal finite dimensions turn injectivity into surjectivity
  have hsurj : Function.Surjective B :=
    (LinearMap.injective_iff_surjective_of_finrank_eq_finrank
      Subspace.dual_finrank_eq.symm).1 hinj
  obtain ⟨q, hq⟩ := hsurj (L.domRestrict (degreeLT ℝ (n + 1)))
  refine ⟨q, ⟨(hmem q).1 q.2, fun p hp => ?_⟩, ?_⟩
  · exact LinearMap.congr_fun hq ⟨p, (hmem p).2 hp⟩
  · rintro r ⟨hr, hrp⟩
    have h : B ⟨r, (hmem r).2 hr⟩ = B q := by
      rw [hq]
      exact LinearMap.ext fun p => hrp p ((hmem p).1 p.2)
    exact congrArg Subtype.val (hinj h)
```

Taking \(L(p)=p(0)\), which is `leval 0`, gives the kernel. The symbol `∃!` means "there is exactly one".

```lean
/-- For every order `n` there is exactly one polynomial `q` of degree at most `n` such that
`∫ q(x) p(x) exp(-x²)/√π dx = p(0)` for all real polynomials `p` of degree at most `n`. -/
theorem existsUnique_deltaKernel (n : ℕ) : ∃! q : ℝ[X], IsDeltaKernel n q :=
  existsUnique_representer n (leval 0)
```

For an independent-particle density of states that is a polynomial of degree at most \(n\) in energy, broadening with \(q\,g\) thus returns the exact value at \(\mu\). A real density of states is at best approximately polynomial across the width \(\sigma\), and not even that at a band edge or van Hove singularity; the theorem gives no bound on the resulting error.

## The kernel is even

Put \(\tilde q(x)=q(-x)\). Substituting \(x\to-x\) gives
\[
\langle\tilde q\,p\rangle=\int q(x)\,p(-x)\,g(x)\,dx=p(0),
\]
so \(\tilde q\) is also a kernel of order \(n\), and uniqueness gives \(\tilde q=q\). Lean writes the reflection as composition with `-X`.

```lean
/-- The smearing kernel of any order is an even function. -/
theorem IsDeltaKernel.even {n : ℕ} {q : ℝ[X]} (hq : IsDeltaKernel n q) (x : ℝ) :
    q.eval (-x) = q.eval x := by
  have hrefl : ∀ p : ℝ[X], gaussAvg (p.comp (-X)) = gaussAvg p := fun p => by
    change ∫ x : ℝ, (p.comp (-X)).eval x * gaussian x = ∫ x : ℝ, p.eval x * gaussian x
    have h := integral_neg_eq_self (fun x : ℝ => p.eval x * gaussian x) volume
    simpa only [eval_comp, eval_neg, eval_X, gaussian, neg_sq] using h
  have hdeg : ∀ p : ℝ[X], (p.comp (-X)).natDegree = p.natDegree := fun p => by
    simp [natDegree_comp]
  -- the mirror image of the kernel is again a kernel of the same order
  have hk : IsDeltaKernel n (q.comp (-X)) := by
    refine ⟨by rw [hdeg]; exact hq.1, fun p hp => ?_⟩
    have h := hq.2 (p.comp (-X)) (by rw [hdeg]; exact hp)
    rw [← hrefl] at h
    simpa only [mul_comp, comp_assoc, neg_comp, X_comp, neg_neg, comp_X, eval_comp,
      eval_neg, eval_X, neg_zero] using h
  have he := congrArg (eval x) ((existsUnique_deltaKernel n).unique hk hq)
  simpa only [eval_comp, eval_neg, eval_X] using he
```

## The smallest mean square

Let \(r\neq q\) be a polynomial of any degree with \(\langle rp\rangle=p(0)\) for \(\deg p\le n\). Testing both \(r\) and \(q\) with \(p=q\) gives \(\langle rq\rangle=\langle q^2\rangle=q(0)\), so
\[
0<\langle(r-q)^2\rangle=\langle r^2\rangle-2\langle rq\rangle+\langle q^2\rangle=\langle r^2\rangle-\langle q^2\rangle .
\]
The quantity minimised is \(\int r^2g\,dx\), not the integral of \((rg)^2\).

```lean
/-- Among all polynomials, of whatever degree, that reproduce `p(0)` for every `p` of degree at
most `n`, the smearing kernel of order `n` has strictly the smallest Gaussian mean square. -/
theorem IsDeltaKernel.meanSquare_lt {n : ℕ} {q r : ℝ[X]} (hq : IsDeltaKernel n q)
    (hr : ∀ p : ℝ[X], p.natDegree ≤ n → gaussAvg (r * p) = p.eval 0) (hne : r ≠ q) :
    gaussAvg (q * q) < gaussAvg (r * r) := by
  have h := gaussAvg_mul_self_pos (sub_ne_zero.2 hne)
  have e : (r - q) * (r - q) = r * r - r * q - r * q + q * q := by ring
  rw [e, map_add, map_sub, map_sub, hr q hq.1] at h
  have hqq := hq.2 q hq.1
  linarith
```

## Where the delta property ends

Suppose \(\deg q\le n\) and \(\langle qp\rangle=p(0)\) held for all \(p\) of degree at most \(n+2\). The choice \(p=x^2q\) gives \(\langle(xq)^2\rangle=0\), hence \(q=0\). The choice \(p=1\) then reads \(0=1\), a contradiction. For the kernel itself, which succeeds up to degree \(n\), the failure occurs at degree \(n+1\) or \(n+2\).

```lean
/-- A polynomial of degree at most `n` times the Gaussian fails to act as a delta function at the
origin on some polynomial of degree at most `n + 2`. -/
theorem exists_delta_failure {n : ℕ} {q : ℝ[X]} (hq : q.natDegree ≤ n) :
    ∃ p : ℝ[X], p.natDegree ≤ n + 2 ∧ gaussAvg (q * p) ≠ p.eval 0 := by
  by_contra! h
  have hdeg : (X ^ 2 * q).natDegree ≤ n + 2 := by
    have h2 := natDegree_mul_le (p := (X ^ 2 : ℝ[X])) (q := q)
    rw [natDegree_X_pow] at h2
    omega
  -- testing with `x² q` makes the mean square of `x q` vanish
  have hX := h (X ^ 2 * q) hdeg
  have hq0 : q = 0 := by
    by_contra hne
    have hp := gaussAvg_mul_self_pos (mul_ne_zero (X_ne_zero (R := ℝ)) hne)
    have e : X * q * (X * q) = q * (X ^ 2 * q) := by ring
    rw [e, hX] at hp
    simp at hp
  have h1 := h 1 (by simp)
  rw [hq0] at h1
  simp at h1

end GaussianSmearingKernel
```

```lean
#print axioms GaussianSmearingKernel.IsDeltaKernel.even
#print axioms GaussianSmearingKernel.IsDeltaKernel.meanSquare_lt
#print axioms GaussianSmearingKernel.exists_delta_failure
```

```
'GaussianSmearingKernel.IsDeltaKernel.even' depends on axioms: [propext, Classical.choice, Quot.sound]
'GaussianSmearingKernel.IsDeltaKernel.meanSquare_lt' depends on axioms: [propext, Classical.choice, Quot.sound]
'GaussianSmearingKernel.exists_delta_failure' depends on axioms: [propext, Classical.choice, Quot.sound]
```
